# Two unit-amplitude Gaussians with exponents b, b′ > 0 differ at every point by at most |b − b′|/(e·min(b, b′))

The declaration compares the Gaussians exp(−bs²) and exp(−b′s²), with b and b′ positive, and bounds their difference at every real s by |b − b′|/(e·min(b, b′)). Both have amplitude one at s = 0; they are not normalised to unit integral or unit norm. The attempt first proves the bound for exponents p ≤ q, with x ≥ 0 in place of s². It factors out exp(−px), uses 1 − exp(−y) ≤ y with y = (q − p)x, and then needs px·exp(−px) ≤ 1/e, which is `h5` in multiplied-out form. The theorem follows by taking the two possible orders of b and b′.

An attempt in Lean 4 with a fault in it:

```lean
import Mathlib

open Filter Topology

namespace GaussianDiffLe

noncomputable section

/-- Two Gaussians of unit amplitude with positive exponents `b` and `b'` differ, at every `s`, by at
most `|b - b'| / (e min(b, b'))`. -/
theorem gaussian_diff_le {b b' : ℝ} (hb : 0 < b) (hb' : 0 < b') (s : ℝ) :
    |Real.exp (-(b * s ^ 2)) - Real.exp (-(b' * s ^ 2))|
      ≤ |b - b'| / (Real.exp 1 * min b b') := by
  have key : ∀ p q x : ℝ, 0 < p → p ≤ q → 0 ≤ x →
      |Real.exp (-(p * x)) - Real.exp (-(q * x))| ≤ (q - p) / (Real.exp 1 * p) := by
    intro p q x hp hpq hx
    have hE := Real.exp_pos (-(p * x))
    have h1 : Real.exp (-(q * x)) = Real.exp (-(p * x)) * Real.exp (-((q - p) * x)) := by
      rw [← Real.exp_add]
      congr 1
      ring
    have h2 := mul_le_mul_of_nonneg_left (Real.add_one_le_exp (-((q - p) * x))) hE.le
    -- `y exp (-y)` is at most `1 / e`
    have h3 := Real.add_one_le_exp (p * x - 1)
    have h4 : Real.exp (p * x - 1) * (Real.exp 1 * Real.exp (-(p * x))) = 1 := by
      rw [← Real.exp_add, ← Real.exp_add,
        show p * x - 1 + (1 + -(p * x)) = 0 by ring, Real.exp_zero]
    have h5 : p * x * (Real.exp 1 * Real.exp (-(p * x))) ≤ 1 := by
      rw [← h4]
      exact mul_le_mul_of_nonneg_right (by linarith) (by positivity)
    have h6 : Real.exp (-(q * x)) ≤ Real.exp (-(p * x)) :=
      Real.exp_le_exp.2 (neg_le_neg (mul_le_mul_of_nonneg_right hpq hx))
    rw [abs_of_nonneg (sub_nonneg.2 h6), le_div_iff₀ (by positivity)]
    calc (Real.exp (-(p * x)) - Real.exp (-(q * x))) * (Real.exp 1 * p)
        ≤ (Real.exp (-(p * x)) * ((q - p) * x)) * (Real.exp 1 * p) :=
          mul_le_mul_of_nonneg_right (by rw [h1]; linarith) (by positivity)
      _ = (q - p) * (p * x * (Real.exp 1 * Real.exp (-(p * x)))) := by ring
      _ ≤ (q - p) * 1 := mul_le_mul_of_nonneg_left h5 (sub_nonneg.2 hpq)
      _ = q - p := mul_one _
  rcases le_total b b' with h | h
  · rw [min_eq_left h, abs_sub_comm b b', abs_of_nonneg (sub_nonneg.2 h)]
    exact key b b' _ hb h (sq_nonneg s)
  · rw [min_eq_right h, abs_of_nonneg (sub_nonneg.2 h), abs_sub_comm]
    exact key b' b _ hb' h (sq_nonneg s)

end

end GaussianDiffLe
```

Lean reports:

```
Main.lean:30:43: error: linarith failed to find a contradiction
b b' : ℝ
hb : 0 < b
hb' : 0 < b'
s p q x : ℝ
hp : 0 < p
hpq : p ≤ q
hx : 0 ≤ x
hE : 0 < Real.exp (-(p * x))
h1 : Real.exp (-(q * x)) = Real.exp (-(p * x)) * Real.exp (-((q - p) * x))
h2 : Real.exp (-(p * x)) * (-((q - p) * x) + 1) ≤ Real.exp (-(p * x)) * Real.exp (-((q - p) * x))
h3 : p * x - 1 + 1 ≤ Real.exp (p * x - 1)
h4 : Real.exp (p * x - 1) * (Real.exp 1 * Real.exp (-(p * x))) = 1
⊢ False
failed
Main.lean:30:57: error: failed to synthesize
  Zero ?m.318

Hint: Additional diagnostic information may be available using the `set_option diagnostics true` command.
```

As a diff, the version that Lean accepts:

```diff
@@ -27,6 +27,8 @@
         show p * x - 1 + (1 + -(p * x)) = 0 by ring, Real.exp_zero]
     have h5 : p * x * (Real.exp 1 * Real.exp (-(p * x))) ≤ 1 := by
-      rw [← h4]
-      exact mul_le_mul_of_nonneg_right (by linarith) (by positivity)
+      calc p * x * (Real.exp 1 * Real.exp (-(p * x)))
+          ≤ Real.exp (p * x - 1) * (Real.exp 1 * Real.exp (-(p * x))) :=
+            mul_le_mul_of_nonneg_right (by linarith) (by positivity)
+        _ = 1 := h4
     have h6 : Real.exp (-(q * x)) ≤ Real.exp (-(p * x)) :=
       Real.exp_le_exp.2 (neg_le_neg (mul_le_mul_of_nonneg_right hpq hx))
```

Diagnosis. Both errors come from the rewrite in `h5`. `rw [← h4]` replaces every real `1` in the goal by the left side of `h4`, and that includes the `1` inside `Real.exp 1`, not only the bound on the right. The two sides of the inequality then no longer share the factor `Real.exp 1 * Real.exp (-(p * x))`, so `mul_le_mul_of_nonneg_right` does not fit the goal. Its arguments are left undetermined: `linarith` has no definite inequality to prove, and the context it prints holds no negated goal; the second `by` block meets a zero in an unknown type, hence `Zero ?m.318`.

The repair drops the rewrite and writes the steps out with `calc`. The first step keeps `Real.exp 1` intact and shows the common factor, so the lemma applies; `linarith` gets `p * x ≤ Real.exp (p * x - 1)` from `h3`, and `positivity` shows the factor is nonnegative. The second step uses `h4` as it stands to replace the whole product by `1`.
